# Completely monotone moments are limits of moments of nonnegative grid densities on [0,1]

A moment sequence is a function m from the natural numbers to the reals, with m(p) standing for the p-th moment of a density of states. Energies are dimensionless and scaled so that the spectrum lies between 0 and 1. The total weight m(0) need not be 1.

```lean
import Mathlib

open Filter Topology Finset

namespace HausdorffReconstruction

noncomputable section
```

The alternating difference of order r starting at m(j) is

D(r,j) = ∑ᵢ (−1)^i C(r,i) m(j+i), 0 ≤ i ≤ r,

where C(r,i) is the binomial coefficient. In Lean it is `hausdorffDiff m r j`.

```lean
/-- The alternating difference of order `r` of the moment sequence `m`, starting at `m j`. -/
def hausdorffDiff (m : ℕ → ℝ) (r j : ℕ) : ℝ :=
  ∑ i ∈ range (r + 1), (-1) ^ i * (r.choose i : ℝ) * m (j + i)
```

The sequence is called completely monotone when every D(r,j) is nonnegative.

```lean
/-- Hausdorff's positivity condition: all alternating differences of the moments are
nonnegative. -/
def CompletelyMonotone (m : ℕ → ℝ) : Prop :=
  ∀ j r, 0 ≤ hausdorffDiff m r j
```

For a grid of N steps, the level k/N receives the weight

w(N,k) = C(N,k) D(N−k,k), 0 ≤ k ≤ N.

```lean
/-- The spectral weight that the moments `m` assign to the level `k / N`. -/
def levelWeight (m : ℕ → ℝ) (N k : ℕ) : ℝ :=
  (N.choose k : ℝ) * hausdorffDiff m (N - k) k
```

The p-th moment of any weights W(k) on this grid is ∑ₖ W(k) (k/N)^p.

```lean
/-- The `p`-th moment of a density of states with weights `W k` at the levels `k / N`,
`0 ≤ k ≤ N`. -/
def levelMoment (W : ℕ → ℝ) (N p : ℕ) : ℝ :=
  ∑ k ∈ range (N + 1), W k * ((k : ℝ) / N) ^ p
```

If m is completely monotone, the weights w(N,k) are nonnegative and their p-th moment tends to m(p) for each fixed p as N grows. Conversely, limits of moments of nonnegative grid densities are completely monotone. These are statements about moments: no limiting measure on [0,1] is constructed, and its uniqueness is not addressed.

## Convergence for an arbitrary real sequence

Convergence of the moments needs no sign condition on m. Physically, the weights reproduce the moments in the limit of a fine grid even when they cannot be read as a density of states.

The derivation starts from Pascal's rule, C(N+1,k) = C(N,k) + C(N,k−1). Shifting the index in the second part gives, for any g,

∑ₖ C(N+1,k) g(k) = ∑ₖ C(N,k) [g(k) + g(k+1)].

The Lean proof writes ∑ₖ C(N,k) g(k), 0 ≤ k ≤ N+1, in two ways, by splitting off its first term and by splitting off its last. It also splits off the first term of the left-hand side, applies Pascal's rule to the rest, and combines the identities with `linarith`.

```lean
/-- Pascal's rule for binomially weighted sums. -/
theorem pascal_sum (N : ℕ) (g : ℕ → ℝ) :
    ∑ k ∈ range (N + 1 + 1), ((N + 1).choose k : ℝ) * g k =
      ∑ k ∈ range (N + 1), (N.choose k : ℝ) * (g k + g (k + 1)) := by
  have h1 := Finset.sum_range_succ' (fun k => (N.choose k : ℝ) * g k) (N + 1)
  have h2 := Finset.sum_range_succ (fun k => (N.choose k : ℝ) * g k) (N + 1)
  simp only [Nat.choose_succ_self, Nat.cast_zero, zero_mul, add_zero,
    Nat.choose_zero_right, Nat.cast_one, one_mul] at h1 h2
  rw [Finset.sum_range_succ' _ (N + 1)]
  simp only [Nat.choose_succ_succ', Nat.cast_add, add_mul, mul_add, sum_add_distrib,
    Nat.choose_zero_right, Nat.cast_one, one_mul]
  linarith
```

With g(i) = (−1)^i m(j+i) this becomes

D(r+1,j) = D(r,j) − D(r,j+1).

```lean
/-- An alternating difference of order `r + 1` is the difference of two neighbouring ones of
order `r`. -/
theorem hausdorffDiff_succ (m : ℕ → ℝ) (r j : ℕ) :
    hausdorffDiff m (r + 1) j = hausdorffDiff m r j - hausdorffDiff m r (j + 1) := by
  unfold hausdorffDiff
  calc _ = ∑ i ∈ range (r + 1 + 1), ((r + 1).choose i : ℝ) * ((-1) ^ i * m (j + i)) :=
        sum_congr rfl fun i _ => by ring
    _ = ∑ i ∈ range (r + 1), (r.choose i : ℝ) *
          ((-1) ^ i * m (j + i) + (-1) ^ (i + 1) * m (j + (i + 1))) :=
        pascal_sum r (fun i => (-1) ^ i * m (j + i))
    _ = _ := by
        rw [← Finset.sum_sub_distrib]
        refine sum_congr rfl fun i _ => ?_
        rw [show j + 1 + i = j + (i + 1) by omega]
        ring
```

The total weight follows by induction on N. For N = 0 it is D(0,0) = m(0). For the step, Pascal's rule and then the difference rule give

∑ₖ w(N+1,k) = ∑ₖ C(N,k) [D(N+1−k,k) + D(N−k,k+1)] = ∑ₖ C(N,k) D(N−k,k) = m(0).

```lean
/-- The reconstructed weights add up to the zeroth moment. -/
theorem total_weight (m : ℕ → ℝ) (N : ℕ) :
    ∑ k ∈ range (N + 1), levelWeight m N k = m 0 := by
  induction N with
  | zero => simp [levelWeight, hausdorffDiff]
  | succ N ih =>
    calc _ = ∑ k ∈ range (N + 1), (N.choose k : ℝ) *
          (hausdorffDiff m (N + 1 - k) k + hausdorffDiff m (N + 1 - (k + 1)) (k + 1)) :=
          pascal_sum N (fun k => hausdorffDiff m (N + 1 - k) k)
      _ = ∑ k ∈ range (N + 1), levelWeight m N k := by
          refine sum_congr rfl fun k hk => ?_
          have hk' := Finset.mem_range.mp hk
          rw [levelWeight, show N + 1 - k = (N - k) + 1 by omega,
            show N + 1 - (k + 1) = N - k by omega, hausdorffDiff_succ]
          ring
      _ = m 0 := ih
```

Now let F(k,q) = k(k−1)…(k−q+1), with F(k,0) = 1. This is `k.descFactorial q`, and it satisfies F(k,q+1) = (k−q) F(k,q). For k < q both sides vanish, which is the second case of the proof.

```lean
/-- The falling factorial gains the factor `k - q` when its order rises from `q` to `q + 1`. -/
theorem falling_succ (k q : ℕ) :
    (k.descFactorial (q + 1) : ℝ) = ((k : ℝ) - q) * k.descFactorial q := by
  rcases le_or_gt q k with h | h
  · rw [Nat.descFactorial_succ, Nat.cast_mul, Nat.cast_sub h]
  · rw [Nat.descFactorial_of_lt h, Nat.descFactorial_of_lt (by omega : k < q + 1)]
    simp
```

The factorial moments are exact on every grid:

∑ₖ w(N,k) F(k,q) = F(N,q) m(q).

For q = 0 this is the total weight. For the step, write m′(i) = m(i+1), and let w′ be the weights built from m′. Three identities are needed:

(k+1) C(N+1,k+1) = (N+1) C(N,k),

F(k+1,q+1) = (k+1) F(k,q),

D(N−k,k+1) for m = D(N−k,k) for m′.

Together they give

w(N+1,k+1) F(k+1,q+1) = (N+1) w′(N,k) F(k,q).

The k = 0 term of the sum on N+1 steps is zero, so the sum equals (N+1) F(N,q) m′(q) = F(N+1,q+1) m(q+1). On the grid with N = 0 both sides are zero for q ≥ 1.

The proof turns on the phrase `induction q generalizing m N`. The step needs the result for a different sequence, m′, on a smaller grid. Generalising makes the induction hypothesis a statement about all sequences and all grids; without it, the hypothesis would remain tied to the original m and N and could not be applied to m′.

```lean
/-- The factorial moments of the reconstructed weights are exact on every grid. -/
theorem factorial_moment (q : ℕ) (m : ℕ → ℝ) (N : ℕ) :
    ∑ k ∈ range (N + 1), levelWeight m N k * (k.descFactorial q : ℝ) =
      (N.descFactorial q : ℝ) * m q := by
  induction q generalizing m N with
  | zero => simpa using total_weight m N
  | succ q ih =>
    cases N with
    | zero => simp [Nat.descFactorial_succ]
    | succ N =>
      -- one falling factor is absorbed by lowering N and shifting the moments
      have key : ∀ k ∈ range (N + 1),
          levelWeight m (N + 1) (k + 1) * ((k + 1).descFactorial (q + 1) : ℝ) =
            ((N : ℝ) + 1) *
              (levelWeight (fun i => m (i + 1)) N k * (k.descFactorial q : ℝ)) := by
        intro k _
        have hd : hausdorffDiff m (N - k) (k + 1) =
            hausdorffDiff (fun i => m (i + 1)) (N - k) k := by
          unfold hausdorffDiff
          refine sum_congr rfl fun i _ => ?_
          rw [show k + 1 + i = k + i + 1 by omega]
        have hc : ((N : ℝ) + 1) * (N.choose k : ℝ) =
            ((N + 1).choose (k + 1) : ℝ) * ((k : ℝ) + 1) := by
          exact_mod_cast Nat.add_one_mul_choose_eq N k
        unfold levelWeight
        rw [show N + 1 - (k + 1) = N - k by omega, hd, Nat.succ_descFactorial_succ]
        push_cast
        linear_combination (-(hausdorffDiff (fun i => m (i + 1)) (N - k) k *
          (k.descFactorial q : ℝ))) * hc
      have h0 : ((Nat.descFactorial 0 (q + 1) : ℕ) : ℝ) = 0 := by
        simp [Nat.descFactorial_succ]
      rw [Finset.sum_range_succ' _ (N + 1), h0, mul_zero, add_zero, sum_congr rfl key,
        ← Finset.mul_sum, ih, Nat.succ_descFactorial_succ]
      push_cast
      ring
```

To pass to ordinary powers, define for N ≥ 1

M(p,q) = ∑ₖ w(N,k) (k/N)^p F(k,q)/N^q.

For p = 0 this is m(q) F(N,q)/N^q. The ratio is the product of the factors 1 − s/N with 0 ≤ s < q, so it tends to 1. Since k F(k,q) = F(k,q+1) + q F(k,q),

M(p+1,q) = M(p,q+1) + (q/N) M(p,q).

If M(p,q) tends to m(p+q) for every q, the right-hand side tends to m(p+q+1) + 0. This is the induction on p in Lean, with q generalised for the same reason as before.

```lean
/-- Moments with `p` ordinary powers and `q` falling factors of the level index, scaled by the
grid size, converge to `m (p + q)`. -/
theorem mixed_moment_tendsto (m : ℕ → ℝ) (p q : ℕ) :
    Tendsto (fun N : ℕ => ∑ k ∈ range (N + 1),
      levelWeight m N k * ((k : ℝ) / N) ^ p * ((k.descFactorial q : ℝ) / (N : ℝ) ^ q))
      atTop (𝓝 (m (p + q))) := by
  induction p generalizing q with
  | zero =>
    -- N (N - 1) ... (N - q + 1) / N ^ q tends to one
    have ratio : Tendsto (fun N : ℕ => (N.descFactorial q : ℝ) / (N : ℝ) ^ q)
        atTop (𝓝 1) := by
      induction q with
      | zero => simp
      | succ q ih =>
        have h : Tendsto (fun N : ℕ => (1 : ℝ) - (q : ℝ) / N) atTop (𝓝 (1 - 0)) :=
          tendsto_const_nhds.sub (tendsto_const_div_atTop_nhds_zero_nat (q : ℝ))
        have h2 := ih.mul h
        rw [sub_zero, mul_one] at h2
        refine h2.congr' ?_
        filter_upwards [eventually_ge_atTop 1] with N hN
        have hN0 : (N : ℝ) ≠ 0 := Nat.cast_ne_zero.mpr (by omega)
        rw [falling_succ]
        field_simp
        ring
    have h := ratio.mul_const (m q)
    rw [one_mul] at h
    rw [zero_add]
    refine h.congr fun N => ?_
    rw [div_mul_eq_mul_div, ← factorial_moment q m N, Finset.sum_div]
    refine sum_congr rfl fun k _ => ?_
    rw [pow_zero]
    ring
  | succ p ih =>
    -- trading a power for a falling factor costs a term of order 1 / N
    have h := (ih (q + 1)).add
      ((tendsto_const_div_atTop_nhds_zero_nat (q : ℝ)).mul (ih q))
    rw [zero_mul, add_zero, show p + (q + 1) = p + 1 + q by omega] at h
    refine h.congr fun N => ?_
    rw [Finset.mul_sum, ← Finset.sum_add_distrib]
    refine sum_congr rfl fun k _ => ?_
    rw [falling_succ]
    ring
```

## Nonnegative alternating differences

The hypothesis `CompletelyMonotone m` says that every quantity which would be the integral of x^j (1−x)^r against a density of states on [0,1] is nonnegative. By hand it enters once: w(N,k) is a binomial coefficient times a difference, hence nonnegative. In Lean this is the `mul_nonneg` term. The convergence half takes q = 0 in the mixed moments and does not use `hm`.

Without the hypothesis, weights can be negative. Take m(p) = 2^p, the moments of one level at energy 2. Then D(r,j) = (−1)^r 2^j, and for N = 1 the weights are −1 at level 0 and 2 at level 1. The moments still converge to 2^p, but through cancellation between weights of opposite sign.

```lean
/-- Hausdorff reconstruction: for completely monotone moments the weights at the levels `k / N`
are nonnegative, and each of their moments tends to the prescribed one as the grid is refined. -/
theorem hausdorff_reconstruction (m : ℕ → ℝ) (hm : CompletelyMonotone m) :
    (∀ N k, 0 ≤ levelWeight m N k) ∧
      ∀ p, Tendsto (fun N => levelMoment (levelWeight m N) N p) atTop (𝓝 (m p)) := by
  refine ⟨fun N k => mul_nonneg (Nat.cast_nonneg _) (hm _ _), fun p => ?_⟩
  refine (mixed_moment_tendsto m p 0).congr fun N => ?_
  simp [levelMoment]
```

## Nonnegative weights at levels between 0 and 1

The converse starts from grid weights W(N,k) ≥ 0 for k ≤ N, that is, from genuine densities of states at levels in [0,1]. For a finite spectrum with weights c(a) at energies x(a), the binomial theorem gives

D(r,j) = ∑ₐ c(a) x(a)^j (1−x(a))^r.

Lean obtains this by induction on r from the difference rule, since x^j(1−x)^r − x^(j+1)(1−x)^r = x^j(1−x)^(r+1). The identity itself requires neither positive weights nor bounded energies.

```lean
/-- For a discrete spectrum with weights `c a` at energies `x a`, the alternating differences of the
moments are the sums of `x a ^ j * (1 - x a) ^ r` weighted by `c a`. -/
theorem hausdorffDiff_discrete {ι : Type*} (s : Finset ι) (c x : ι → ℝ) (r j : ℕ) :
    hausdorffDiff (fun p => ∑ a ∈ s, c a * x a ^ p) r j =
      ∑ a ∈ s, c a * (x a ^ j * (1 - x a) ^ r) := by
  induction r generalizing j with
  | zero => simp [hausdorffDiff]
  | succ r ih =>
    rw [hausdorffDiff_succ, ih, ih, ← Finset.sum_sub_distrib]
    exact sum_congr rfl fun a _ => by ring
```

Both conditions are used to fix the sign. With c(a) ≥ 0 and 0 ≤ x(a) ≤ 1, every term is nonnegative. In Lean, `hW` supplies the first condition and `hx` the upper bound k/N ≤ 1. If signed weights were allowed, the sequence 2^p would be a limit of grid moments although D(1,0) = −1. If levels above 1 were allowed, a single level at energy 2 would produce the same sequence.

The remaining hypothesis is that every moment converges. Each D(r,j) is a finite combination of moments, so it converges too, and `ge_of_tendsto'` carries the sign to the limit. If convergence were not required at one order p, m(p) could be set to −1 there, and D(0,p) would be negative.

The forward direction supplies W(N,k) = w(N,k), so the equivalence comes with explicit densities.

```lean
/-- A sequence is completely monotone exactly when it is the limit of the moments of nonnegative
densities of states on the grids `k / N` in the unit interval. -/
theorem completelyMonotone_iff_limit (m : ℕ → ℝ) :
    CompletelyMonotone m ↔ ∃ W : ℕ → ℕ → ℝ, (∀ N, ∀ k ≤ N, 0 ≤ W N k) ∧
      ∀ p, Tendsto (fun N => levelMoment (W N) N p) atTop (𝓝 (m p)) := by
  constructor
  · intro hm
    obtain ⟨h1, h2⟩ := hausdorff_reconstruction m hm
    exact ⟨levelWeight m, fun N k _ => h1 N k, h2⟩
  · rintro ⟨W, hW, h⟩ j r
    have hlim : Tendsto (fun N => hausdorffDiff (levelMoment (W N) N) r j) atTop
        (𝓝 (hausdorffDiff m r j)) := by
      unfold hausdorffDiff
      exact tendsto_finsetSum _ fun i _ => (h (j + i)).const_mul _
    -- each grid density has nonnegative differences, and the limit keeps the sign
    refine ge_of_tendsto' hlim fun N => ?_
    change 0 ≤ hausdorffDiff
      (fun p => ∑ k ∈ range (N + 1), W N k * ((k : ℝ) / N) ^ p) r j
    rw [hausdorffDiff_discrete]
    refine Finset.sum_nonneg fun k hk => ?_
    have hk' : k ≤ N := by
      have := Finset.mem_range.mp hk
      omega
    have hx : (k : ℝ) / N ≤ 1 :=
      div_le_one_of_le₀ (Nat.cast_le.mpr hk') (Nat.cast_nonneg _)
    exact mul_nonneg (hW N k hk')
      (mul_nonneg (by positivity) (pow_nonneg (sub_nonneg.mpr hx) _))
```

## At least one grid step

For N ≥ 1, write k² = k(k−1) + k and use the factorial moments for q = 2 and q = 1:

∑ₖ w(N,k) (k/N)² = [N(N−1) m(2) + N m(1)]/N² = m(2) + (m(1) − m(2))/N.

The first moment is exact, so for m(0) = 1 the correction is the variance added by this choice of weights. It is nonnegative for completely monotone m, because m(1) − m(2) = D(1,1).

The condition N ≠ 0 says that the grid has a spacing. The proof uses it to clear denominators in `field_simp`. At N = 0 Lean evaluates k/N as 0, so the left side is 0 while the right side is m(2), and the formula fails unless m(2) = 0.

```lean
/-- On a grid of `N` steps the reconstructed second moment differs from `m 2` by exactly
`(m 1 - m 2) / N`. -/
theorem second_moment_exact (m : ℕ → ℝ) (N : ℕ) (hN : N ≠ 0) :
    levelMoment (levelWeight m N) N 2 = m 2 + (m 1 - m 2) / N := by
  have hN0 : (N : ℝ) ≠ 0 := Nat.cast_ne_zero.mpr hN
  have e : ∀ k : ℕ, (k.descFactorial 2 : ℝ) = ((k : ℝ) - 1) * k := fun k => by
    have h := falling_succ k 1
    rw [Nat.descFactorial_one, Nat.cast_one] at h
    exact h
  have h1 := factorial_moment 1 m N
  have h2 := factorial_moment 2 m N
  simp only [e, Nat.descFactorial_one] at h1 h2
  -- k ^ 2 = k (k - 1) + k
  have hs : levelMoment (levelWeight m N) N 2 =
      (((N : ℝ) - 1) * N * m 2 + N * m 1) / (N : ℝ) ^ 2 := by
    rw [← h1, ← h2, ← Finset.sum_add_distrib, Finset.sum_div]
    exact sum_congr rfl fun k _ => by ring
  rw [hs]
  field_simp
  ring

end

end HausdorffReconstruction
```

```lean
#print axioms HausdorffReconstruction.completelyMonotone_iff_limit
#print axioms HausdorffReconstruction.second_moment_exact
```

```
'HausdorffReconstruction.completelyMonotone_iff_limit' depends on axioms: [propext, Classical.choice, Quot.sound]
'HausdorffReconstruction.second_moment_exact' depends on axioms: [propext, Classical.choice, Quot.sound]
```

## From a rescaled Hamiltonian to grid weights

For a finite Hermitian matrix H with spectrum rescaled to [0,1] and a normalised state φ, the moments m(p) = ⟨φ|H^p|φ⟩ are those of the density of states projected on φ, in which each eigenstate counts with its squared overlap with φ. The construction turns them into nonnegative weights on the grid. In code, the rule D(r+1,j) = D(r,j) − D(r,j+1) is a difference table: each new column subtracts neighbouring entries of the last, and the weights for N are the entries with r + j = N, each multiplied by C(N,j).

The subtractions amplify errors. With errors of size ε in the moments, the absolute changes of the weights can add up to as much as 3^N ε, so large N calls for extended precision already in computing the moments, not only in the table. Evaluating C(N,k) ⟨φ|H^k (1−H)^(N−k)|φ⟩ by repeated matrix–vector products avoids subtracting stored moments. Resolution improves slowly: a single level at x becomes a binomial distribution of width √(x(1−x)/N).
